# Two orbital sets, one not normalised, with the same Slater determinant but different C Cᴴ

The theorem `slater_eq_density_ne` compares two sets of two orbitals over two basis functions, with coefficient matrices diag(2, 1/2) and the identity. It states that every Slater amplitude, taken without the factor 1/√2!, is the same for both sets, while the matrices C Cᴴ differ: diag(4, 1/4) against the identity. The columns of the first matrix are orthogonal but not normalised; normalising them would give the identity in both cases. The proof gets the equal amplitudes from `slater_mul`, since diag(2, 1/2) has determinant 1, and tries to refute equality of the two C Cᴴ by comparing their upper-left entries.

An attempt in Lean 4 with a fault in it:

```lean
import Mathlib

open Matrix

namespace SlaterEqDensityNe

variable {n : Type*} [Fintype n] {N : ℕ}

/-- The matrix `C Cᴴ`, where the columns of `C` hold the coefficients of the occupied orbitals. It
is their density matrix when these columns are orthonormal. -/
def density (C : Matrix n (Fin N) ℂ) : Matrix n n ℂ := C * Cᴴ

/-- The amplitude, without the factor `1/√N!`, of the Slater determinant of the orbitals `C`
with electron `k` in basis function `s k`: the minor of `C` on the rows `s`. -/
def slater (C : Matrix n (Fin N) ℂ) (s : Fin N → n) : ℂ := (C.submatrix s id).det

omit [Fintype n] in
/-- Mixing the occupied orbitals by a matrix `U` multiplies every amplitude of the Slater
determinant by `det U`. -/
theorem slater_mul (C : Matrix n (Fin N) ℂ) (U : Matrix (Fin N) (Fin N) ℂ) (s : Fin N → n) :
    slater (C * U) s = slater C s * U.det := by
  have h : (C * U).submatrix s id = C.submatrix s id * U := by
    ext i j
    simp [Matrix.mul_apply]
  rw [slater, h, Matrix.det_mul, slater]

/-- Without orthonormality the determinant does not fix `C Cᴴ`: stretching one orbital by two and
shrinking the other by two keeps every amplitude but changes `C Cᴴ`. -/
theorem slater_eq_density_ne :
    (∀ s, slater (!![2, 0; 0, 1 / 2] : Matrix (Fin 2) (Fin 2) ℂ) s
      = slater (1 : Matrix (Fin 2) (Fin 2) ℂ) s) ∧
    density (!![2, 0; 0, 1 / 2] : Matrix (Fin 2) (Fin 2) ℂ)
      ≠ density (1 : Matrix (Fin 2) (Fin 2) ℂ) := by
  constructor
  · intro s
    have h := slater_mul (1 : Matrix (Fin 2) (Fin 2) ℂ) !![2, 0; 0, 1 / 2] s
    rw [Matrix.one_mul] at h
    rw [h, Matrix.det_fin_two_of]
    norm_num
  · intro h
    have h0 := congrFun (congrFun h 0) 0
    norm_num [density, Matrix.mul_apply, Fin.sum_univ_succ] at h0

end SlaterEqDensityNe
```

Lean reports:

```
Main.lean:40:2: error: unsolved goals
case right
h : density !![2, 0; 0, 1 / 2] = density 1
h0 : 2 * (starRingEnd ℂ) 2 = 1
⊢ False
```

Diagnosis. The error is in the second half of the conjunction, where the assumed equality `h` should lead to a contradiction. `norm_num` expands the upper-left entries in `h0`, but stops at `2 * (starRingEnd ℂ) 2 = 1`. Here `starRingEnd ℂ` is complex conjugation, which comes from the conjugate transpose in `density`. The equation is false, but the call has left the conjugate of 2 unevaluated, so it never gets to a plain numerical equation it can refute, and the goal `False` stays open.

The repair first proves `h2`, that the conjugate of 2 is 2. It uses `Complex.conj_eq_iff_im`, by which a complex number equals its conjugate exactly when its imaginary part is zero, and `simp` checks that this is so for 2. With `h2` added to its list, `norm_num` can replace the conjugate by 2. The equation then says 4 = 1, which is refuted by arithmetic, and this closes the goal.

As a diff, the version that Lean accepts:

```diff
@@ -39,6 +39,7 @@
     norm_num
   · intro h
+    have h2 : (starRingEnd ℂ) 2 = 2 := Complex.conj_eq_iff_im.mpr (by simp)
     have h0 := congrFun (congrFun h 0) 0
-    norm_num [density, Matrix.mul_apply, Fin.sum_univ_succ] at h0
+    norm_num [density, h2, Matrix.mul_apply, Fin.sum_univ_succ] at h0
 
 end SlaterEqDensityNe
```
